# Coefficients of the oscillator operator x d/dx − ½ d²/dx² acting on a polynomial

The lemma concerns the operator x d/dx − ½ d²/dx² acting on polynomials with rational coefficients. This is the form that the harmonic-oscillator Hamiltonian −½ d²/dx² + ½x² takes once its ground-state energy ½ is subtracted and the Gaussian e^(−x²/2) is factored out of the wavefunction, though the lemma itself speaks only of polynomials. It states that if p has coefficients pₙ, the coefficient of xⁿ in the result is n pₙ − (n+2)(n+1)/2 · pₙ₊₂, for every natural number n. The proof treats n = 0 and the successor case separately, expands the coefficients with `simp only`, and leaves the remaining arithmetic to `push_cast` and `ring`.

Lean 4 with Mathlib refuses this proof:

```lean
import Mathlib

open Polynomial

namespace BenderWu

noncomputable section

/-- The operator `x d/dx - (1/2) d²/dx²` on rational polynomials. -/
def oscOp (p : ℚ[X]) : ℚ[X] :=
  X * derivative p - C (1 / 2) * derivative (derivative p)

/-- The action of `x d/dx - (1/2) d²/dx²` on the coefficients of a polynomial. -/
theorem coeff_oscOp (p : ℚ[X]) (n : ℕ) : (oscOp p).coeff n =
    n * p.coeff n - ((n : ℚ) + 2) * (n + 1) / 2 * p.coeff (n + 2) := by
  rcases n with _ | n
  · simp only [oscOp, coeff_sub, coeff_C_mul, mul_coeff_zero, coeff_X_zero,
      coeff_derivative, zero_add, Nat.reduceAdd]
    push_cast
    ring
  · simp only [oscOp, coeff_sub, coeff_C_mul, coeff_X_mul, coeff_derivative]
    push_cast
    ring

end

end BenderWu
```

Messages:

```
Try this:
  [apply] ring_nf
  
  The `ring` tactic failed to close the goal. Use `ring_nf` to obtain a normal form.
    
  Note that `ring` works primarily in *commutative* rings. If you have a noncommutative ring, abelian group or module, consider using `noncomm_ring`, `abel` or `module` instead.
Main.lean:17:2: error: unsolved goals
case zero
p : ℚ[X]
⊢ -((C (1 / 2)).coeff 0 * p.coeff 2 * 2) = -p.coeff 2
Main.lean:17:33: warning: This simp argument is unused:
  coeff_C_mul

Hint: Omit it from the simp argument list.
  [apply] simp only [oscOp, coeff_sub, mul_coeff_zero, coeff_X_zero, coeff_derivative, zero_add, Nat.reduceAdd]

Note: This linter can be disabled with `set_option linter.unusedSimpArgs false`
```

The error is in the case n = 0. There the constant coefficient of `C (1 / 2) * derivative (derivative p)` can be expanded by either `coeff_C_mul` or `mul_coeff_zero`. The second was the one applied: it splits the constant coefficient of a product into the product of the constant coefficients, and so leaves the factor `(C (1 / 2)).coeff 0`. The warning that `coeff_C_mul` is unused agrees with this.

Nothing in the simp list evaluates that factor, and `ring` treats it as an unknown quantity. The goal left over is true, but only because the factor equals 1/2, which `ring` does not know. The suggestion to try `ring_nf` would not supply that fact.

The repair adds `coeff_C_zero`, which says that the constant coefficient of `C a` is `a`. The factor becomes 1/2 and `ring` can finish. Removing `coeff_C_mul` from this case is mere tidying.

The mended proof, as a diff:

```diff
@@ -15,5 +15,5 @@
     n * p.coeff n - ((n : ℚ) + 2) * (n + 1) / 2 * p.coeff (n + 2) := by
   rcases n with _ | n
-  · simp only [oscOp, coeff_sub, coeff_C_mul, mul_coeff_zero, coeff_X_zero,
+  · simp only [oscOp, coeff_sub, mul_coeff_zero, coeff_X_zero, coeff_C_zero,
       coeff_derivative, zero_add, Nat.reduceAdd]
     push_cast
```
